# Diagonal and parallel gauges can split a Born effective charge differently among bands, with the same total

Q: Displace one atom in an insulator, at zero macroscopic electric field, and the electrons follow. The dipole they acquire per unit displacement is the electronic part of the Born effective charge. Two calculations can agree on that number and disagree on how much each occupied band contributes. What are they disagreeing about?

A: About how much of the other occupied orbitals is mixed into each first-order orbital. "Gauge" means that choice here, not an electromagnetic gauge.

The model here is a finite set of orthonormal orbitals, as for a cluster; periodic crystals come up at the end. Let n and m label occupied orbitals and k any orbital, with unperturbed energies E_k. X is the matrix of one component of position. V is the first-order change of the Hamiltonian, including the self-consistent part in Kohn–Sham theory. Both are Hermitian. With |δn⟩ = Σ_k D_kn |k⟩, the mean position in band n changes by

⟨δn|X|n⟩ + ⟨n|X|δn⟩ = 2 Re Σ_k X_nk D_kn.

In the diagonal gauge, each perturbed orbital remains an eigenstate to first order. In the parallel gauge, the response P_kn has no occupied components. If the occupied energies differ from each other and from the empty ones, the contribution of band n in the diagonal gauge minus that in the parallel gauge is

c_n = 2 Re Σ_{m≠n} X_nm V_mn / (E_n − E_m), with Σ_n c_n = 0.

Q: Can you derive that by hand?

A: Project the first-order Schrödinger equation onto orbital k ≠ n, and expand the normalisation:

(E_k − E_n) D_kn = −V_kn, Re D_nn = 0.

For empty k, P_kn obeys the same equation, so D and P agree there. They differ only by the occupied block A_mn = D_mn, which changes the contribution of band n by

2 Re Σ_m X_nm A_mn.

The term m = n is a real number times an imaginary one and drops out. For m ≠ n, A_mn = V_mn/(E_n − E_m), which gives c_n.

For the sum, use V_nm* = V_mn:

A_nm* = V_mn/(E_m − E_n) = −A_mn.

The diagonal of A is imaginary, so A† = −A. With X restricted to occupied orbitals,

tr(XA)* = tr(A†X) = −tr(AX) = −tr(XA).

Hence Σ_n c_n = 2 Re tr(XA) = 0.

Q: What does Lean call a band's charge, and is the factor 2 spin?

A: The types `o` and `u` are finite sets of occupied and empty labels. In the full space `o ⊕ u`, `inl n` is an occupied orbital and `inr k` an empty one.

```lean
import Mathlib

open Matrix
open Sum (inl inr)

namespace BornChargeGauge

noncomputable section

variable {o u : Type*} [Fintype o] [Fintype u]

/-- The contribution `2 Re ⟨n|X|δn⟩` of the occupied band `n` to the electronic effective charge, in
units of the electron's charge and without spin degeneracy, where column `n` of `D` holds the
coefficients of the first-order orbital `δn`. -/
def bandCharge (X : Matrix (o ⊕ u) (o ⊕ u) ℂ) (D : Matrix (o ⊕ u) o ℂ) (n : o) : ℝ :=
  2 * (∑ k, X (inl n) k * D k n).re
```

The 2 comes from adding the complex conjugate. Spin degeneracy and the electron's charge are left out, so "charge" here is a derivative of position.

Q: I suspect the gauges were defined to make the answer come out.

A: They are defined by the equations above, and c_n appears in neither definition.

```lean
/-- The diagonal gauge: each first-order orbital solves the first-order Schrödinger equation
of its own band and keeps the orbital normalised to first order. -/
structure IsDiagonalGauge (E : o ⊕ u → ℝ) (V : Matrix (o ⊕ u) (o ⊕ u) ℂ)
    (D : Matrix (o ⊕ u) o ℂ) : Prop where
  schrodinger : ∀ k n, k ≠ inl n → ((E k : ℂ) - E (inl n)) * D k n = -V k (inl n)
  normalised : ∀ n, (D (inl n) n).re = 0

/-- The parallel-transport gauge: the first-order orbitals have no occupied components, and
their empty components solve the first-order Schrödinger equation. -/
structure IsParallelGauge (E : o ⊕ u → ℝ) (V : Matrix (o ⊕ u) (o ⊕ u) ℂ)
    (P : Matrix (o ⊕ u) o ℂ) : Prop where
  occupied : ∀ m n, P (inl m) n = 0
  schrodinger : ∀ k n, ((E (inr k) : ℂ) - E (inl n)) * P (inr k) n = -V (inr k) (inl n)
```

The imaginary part of D_nn stays free: it is the arbitrary phase of the perturbed orbital. The difference c_n and an explicit response have their own definitions.

```lean
/-- The band term `c_n = 2 Re ∑_{m ≠ n} X_nm V_mn / (e_n - e_m)` over occupied bands,
meant for distinct energies `e`. -/
def gaugeShift [DecidableEq o] (X V : Matrix o o ℂ) (e : o → ℝ) (n : o) : ℝ :=
  2 * (∑ m ∈ Finset.univ.erase n, X n m * V m n / ((e n : ℂ) - e m)).re

/-- The sum-over-states response `V_kn / (E_n - E_k)` for `k ≠ n`, meant for occupied energies
that differ from all other energies. -/
def sumOverStates [DecidableEq o] [DecidableEq u] (E : o ⊕ u → ℝ)
    (V : Matrix (o ⊕ u) (o ⊕ u) ℂ) : Matrix (o ⊕ u) o ℂ :=
  Matrix.of fun k n => if k = inl n then 0 else V k (inl n) / ((E (inl n) : ℂ) - E k)
```

Q: Where does the cancellation over bands enter?

A: First comes the trace identity, proved by the same chain of conjugation and cyclicity as above.

```lean
/-- The trace of a Hermitian matrix times an anti-Hermitian matrix has no real part. -/
theorem re_trace_mul_eq_zero {X A : Matrix o o ℂ} (hX : X.IsHermitian) (hA : Aᴴ = -A) :
    (X * A).trace.re = 0 := by
  have h : star (X * A).trace = -(X * A).trace := by
    rw [← Matrix.trace_conjTranspose, Matrix.conjTranspose_mul, hA, hX.eq, Matrix.neg_mul,
      Matrix.trace_neg, Matrix.trace_mul_comm]
  have h2 := congrArg Complex.re h
  simp only [Complex.star_def, Complex.conj_re, Complex.neg_re] at h2
  linarith
```

Next, `Matrix.fromRows A 0` places A in the occupied rows and zero in the empty ones. Splitting the sum over k into its two parts gives the change in one band.

```lean
/-- Mixing occupied orbitals into the response with coefficients `A` changes the contribution of
band `n` by `2 Re ∑_m X_nm A_mn`. -/
theorem bandCharge_add_mixing (X : Matrix (o ⊕ u) (o ⊕ u) ℂ) (D : Matrix (o ⊕ u) o ℂ)
    (A : Matrix o o ℂ) (n : o) :
    bandCharge X (D + Matrix.fromRows A 0) n =
      bandCharge X D n + 2 * (∑ m, X (inl n) (inl m) * A m n).re := by
  simp only [bandCharge, Fintype.sum_sum_type, Matrix.add_apply, Matrix.fromRows_apply_inl,
    Matrix.fromRows_apply_inr, Matrix.zero_apply, add_zero, mul_zero, mul_add,
    Finset.sum_add_distrib, Finset.sum_const_zero, Complex.add_re]
```

Summing over n turns that change into 2 Re tr(XA), which vanishes for every anti-Hermitian A, whatever its origin.

```lean
/-- For a Hermitian position matrix, the charge summed over occupied bands is unchanged by any
anti-Hermitian mixing among the occupied orbitals. -/
theorem total_charge_invariant {X : Matrix (o ⊕ u) (o ⊕ u) ℂ} (hX : X.IsHermitian)
    (D : Matrix (o ⊕ u) o ℂ) {A : Matrix o o ℂ} (hA : Aᴴ = -A) :
    ∑ n, bandCharge X (D + Matrix.fromRows A 0) n = ∑ n, bandCharge X D n := by
  have h := re_trace_mul_eq_zero (hX.submatrix inl) hA
  simp only [Matrix.trace, Matrix.diag_apply, Matrix.mul_apply, Matrix.submatrix_apply,
    Complex.re_sum] at h
  rw [Finset.sum_congr rfl (fun n _ => bandCharge_add_mixing X D A n),
    Finset.sum_add_distrib, ← Finset.mul_sum]
  simp only [Complex.re_sum]
  rw [h, mul_zero, add_zero]
```

Q: And why is the actual mixing anti-Hermitian?

A: The diagonal entries follow from normalisation. For m ≠ n, the proof takes the Schrödinger equation for the pair (m, n) as `h1`, and the conjugated equation with the bands exchanged as `h2`:

h1: (E_m − E_n) D_mn = −V_mn
h2: (E_n − E_m) D_nm* = −V_mn

```lean
variable {E : o ⊕ u → ℝ} {X V : Matrix (o ⊕ u) (o ⊕ u) ℂ} {D P : Matrix (o ⊕ u) o ℂ}

omit [Fintype o] [Fintype u] in
/-- For a Hermitian perturbation and occupied energies that differ from all other energies, the
occupied block of the diagonal-gauge response is anti-Hermitian. -/
theorem occupied_block_antiHermitian (hV : V.IsHermitian)
    (hE : ∀ k n, k ≠ inl n → E k ≠ E (inl n)) (hD : IsDiagonalGauge E V D) :
    (D.submatrix inl id)ᴴ = -D.submatrix inl id := by
  ext m n
  change (starRingEnd ℂ) (D (inl n) m) = -D (inl m) n
  by_cases hmn : m = n
  · subst hmn
    apply Complex.ext <;> simp [hD.normalised m]
  · have hk : (inl m : o ⊕ u) ≠ inl n := fun h => hmn (Sum.inl_injective h)
    have h1 := hD.schrodinger (inl m) n hk
    -- conjugate the equation with the two bands exchanged
    have h2 := congrArg (starRingEnd ℂ) (hD.schrodinger (inl n) m hk.symm)
    have hv : (starRingEnd ℂ) (V (inl n) (inl m)) = V (inl m) (inl n) :=
      hV.apply (inl m) (inl n)
    simp only [map_mul, map_sub, map_neg, Complex.conj_ofReal, hv] at h2
    apply mul_left_cancel₀ (sub_ne_zero.mpr fun h => hE _ n hk (Complex.ofReal_injective h))
    linear_combination h1 - h2
```

The device that joins them is `linear_combination`. After `mul_left_cancel₀` has multiplied the goal by the nonzero gap E_m − E_n, the tactic is told to subtract `h2` from `h1`. It then checks, by commutative-ring algebra, that this difference accounts for the goal. V cancels in the subtraction.

The same cancellation of a nonzero gap shows that the two gauges agree on the empty states.

```lean
omit [Fintype o] [Fintype u] in
/-- If occupied energies differ from all other energies, the diagonal-gauge response is the
parallel-gauge response plus a mixing of occupied orbitals. -/
theorem diagonal_eq_parallel_add_mixing (hE : ∀ k n, k ≠ inl n → E k ≠ E (inl n))
    (hD : IsDiagonalGauge E V D) (hP : IsParallelGauge E V P) :
    P + Matrix.fromRows (D.submatrix inl id) 0 = D := by
  ext k n
  rcases k with m | k
  · simp [hP.occupied m n]
  · have hne : (E (inr k) : ℂ) - E (inl n) ≠ 0 :=
      sub_ne_zero.mpr fun h => hE (inr k) n (by simp) (Complex.ofReal_injective h)
    simp only [Matrix.add_apply, Matrix.fromRows_apply_inr, Matrix.zero_apply, add_zero]
    apply mul_left_cancel₀ hne
    rw [hP.schrodinger k n, hD.schrodinger (inr k) n (by simp)]
```

Q: Then what exactly does the main theorem say?

A: Take Hermitian X and V, a response D in the diagonal gauge and a response P in the parallel gauge. Hypothesis `hE` says that each occupied energy differs from every other energy; empty levels may be degenerate among themselves. Then the charges of each band differ by c_n, and the c_n sum to zero. The suffix `toBlocks₁₁` selects the occupied block.

```lean
/-- For Hermitian `X` and `V` and occupied energies that differ from all other energies, the band
charges in the diagonal and parallel gauges differ by `c_n`, and the `c_n` sum to zero. -/
theorem gauge_shift_of_band_charges [DecidableEq o] (hX : X.IsHermitian) (hV : V.IsHermitian)
    (hE : ∀ k n, k ≠ inl n → E k ≠ E (inl n))
    (hD : IsDiagonalGauge E V D) (hP : IsParallelGauge E V P) :
    (∀ n, bandCharge X D n - bandCharge X P n =
      gaugeShift X.toBlocks₁₁ V.toBlocks₁₁ (fun m => E (inl m)) n) ∧
    ∑ n, gaugeShift X.toBlocks₁₁ V.toBlocks₁₁ (fun m => E (inl m)) n = 0 := by
  have hmix := diagonal_eq_parallel_add_mixing hE hD hP
  have hband : ∀ n, bandCharge X D n - bandCharge X P n =
      gaugeShift X.toBlocks₁₁ V.toBlocks₁₁ (fun m => E (inl m)) n := by
    intro n
    have h := bandCharge_add_mixing X P (D.submatrix inl id) n
    rw [hmix] at h
    rw [h, add_sub_cancel_left]
    simp only [Matrix.submatrix_apply, id_eq]
    -- the term m = n is a real number times an imaginary one
    have h0 : (X (inl n) (inl n) * D (inl n) n).re = 0 := by
      have hx := congrArg Complex.im (hX.apply (inl n) (inl n))
      simp only [Complex.star_def, Complex.conj_im] at hx
      have hx0 : (X (inl n) (inl n)).im = 0 := by linarith
      rw [Complex.mul_re, hD.normalised n, hx0]
      ring
    rw [← Finset.add_sum_erase Finset.univ (fun m => X (inl n) (inl m) * D (inl m) n)
      (Finset.mem_univ n), Complex.add_re, h0, zero_add]
    unfold gaugeShift
    congr 2
    -- the other terms follow from the first-order Schrödinger equation
    refine Finset.sum_congr rfl fun m hm => ?_
    change _ = X (inl n) (inl m) * V (inl m) (inl n) / ((E (inl n) : ℂ) - E (inl m))
    have hk : (inl m : o ⊕ u) ≠ inl n :=
      fun h => Finset.ne_of_mem_erase hm (Sum.inl_injective h)
    have hne : (E (inl n) : ℂ) - E (inl m) ≠ 0 :=
      sub_ne_zero.mpr fun h => hE _ n hk (Complex.ofReal_injective h).symm
    rw [eq_div_iff hne]
    linear_combination (-X (inl n) (inl m)) * hD.schrodinger (inl m) n hk
  refine ⟨hband, ?_⟩
  have ht := total_charge_invariant hX P (occupied_block_antiHermitian hV hE hD)
  rw [hmix] at ht
  calc _ = ∑ n, (bandCharge X D n - bandCharge X P n) :=
        Finset.sum_congr rfl fun n _ => (hband n).symm
    _ = 0 := by rw [Finset.sum_sub_distrib, ht, sub_self]
```

The proof removes the term m = n, replaces the remaining D_mn by means of the Schrödinger equation, and obtains the zero sum from the invariance of the total.

If two occupied energies coincide while V_mn ≠ 0, the diagonal-gauge equation reads 0 = −V_mn and has no solution.

Q: Do such responses exist when the energies are distinct?

A: Yes. The sum-over-states formula satisfies the diagonal gauge, and setting its occupied rows to zero gives the parallel one.

```lean
omit [Fintype o] [Fintype u] in
/-- If occupied energies differ from all other energies, the sum-over-states response is in the
diagonal gauge, and its empty part alone is in the parallel gauge. -/
theorem gauges_witness [DecidableEq o] [DecidableEq u]
    (hE : ∀ k n, k ≠ inl n → E k ≠ E (inl n)) :
    IsDiagonalGauge E V (sumOverStates E V) ∧
    IsParallelGauge E V (Matrix.fromRows 0 ((sumOverStates E V).submatrix inr id)) := by
  have hd : IsDiagonalGauge E V (sumOverStates E V) := by
    refine ⟨fun k n hk => ?_, fun n => by simp [sumOverStates]⟩
    have hne : (E (inl n) : ℂ) - E k ≠ 0 :=
      sub_ne_zero.mpr fun h => hE k n hk (Complex.ofReal_injective h).symm
    have h := div_mul_cancel₀ (V k (inl n)) hne
    simp only [sumOverStates, Matrix.of_apply, if_neg hk]
    linear_combination -h
  exact ⟨hd, ⟨fun _ _ => rfl, fun k n => hd.schrodinger (inr k) n (by simp)⟩⟩
```

Q: Is the shift ever nonzero?

A: Take two occupied bands with energies 0 and 1, and X = V = σ_x. Then c_0 = 2·1/(0 − 1) = −2 and c_1 = 2·1/(1 − 0) = 2. Lean numbers the bands 0 and 1 and evaluates the same sums.

```lean
/-- Two occupied bands with energies 0 and 1 and `X = V = σ_x` have `c = (-2, 2)`. -/
theorem two_band_shift :
    gaugeShift !![0, 1; 1, 0] !![0, 1; 1, 0] ![0, 1] 0 = -2 ∧
    gaugeShift !![0, 1; 1, 0] !![0, 1; 1, 0] ![0, 1] 1 = 2 := by
  have h0 : (Finset.univ : Finset (Fin 2)).erase 0 = {1} := by decide
  have h1 : (Finset.univ : Finset (Fin 2)).erase 1 = {0} := by decide
  constructor
  · simp [gaugeShift, h0]
  · simp [gaugeShift, h1]

end

end BornChargeGauge
```

```lean
#print axioms BornChargeGauge.gauge_shift_of_band_charges
#print axioms BornChargeGauge.two_band_shift
```

```
'BornChargeGauge.gauge_shift_of_band_charges' depends on axioms: [propext, Classical.choice, Quot.sound]
'BornChargeGauge.two_band_shift' depends on axioms: [propext, Classical.choice, Quot.sound]
```

Q: Where would I meet this in a density functional perturbation calculation?

A: A Sternheimer solver that projects the right-hand side −V|n⟩ onto the empty states, and keeps the solution there too, returns the parallel response. That suffices for the total charge. For contributions in the diagonal gauge, one adds Σ_{m≠n} |m⟩ V_mn/(E_n − E_m) over occupied m to each |δn⟩. In this finite orbital model with nondegenerate occupied levels, the addition can move charge between bands but leaves the total alone.

Q: My insulator is a periodic crystal, though.

A: There the position operator acts on Bloch states through a derivative in crystal momentum, not as one finite Hermitian matrix. Passing from X to that derivative is the step that the hypotheses leave open.
